# The Volkov amplitude solves the reduced Dirac equation in a transverse plane-wave potential

Units are $\hbar=c=1$ and the metric is $(+,-,-,-)$, so $a\cdot b=a_0b_0-a_1b_1-a_2b_2-a_3b_3$, where $a_0,\dots,a_3$ are the contravariant components. A slash $\not a$ is a $4\times4$ complex matrix, linear in $a$, with $\not a\not a=a\cdot a$. The coupling is $p-eA$, so $e$ is the signed charge, negative for an electron.

The wave vector $k$ satisfies $k\cdot k=0$, and the potential $A(\varphi)$ is a differentiable function of the phase $\varphi=k\cdot x$ with $k\cdot A=0$. The momentum $p$ satisfies $k\cdot p\neq0$, and the constant spinor $u$ obeys $(\not p-m)u=0$. Define

$$\rho=\frac{e\,p\cdot A}{k\cdot p}-\frac{e^2A\cdot A}{2k\cdot p},\qquad D=1+\frac{e\not k\not A}{2k\cdot p},\qquad F=e^{-iS}Du,$$

with $S(\varphi)$ a real phase.

## The residual is proportional to the phase-rate error

For any differentiable $S$,

$$(\not p-e\not A-m)F+i\not kF'=(S'-\rho)\,e^{-iS}\not k u.$$

If $S'=\rho$, the right side vanishes and $F$ solves the reduced Dirac equation. If $u\neq0$ and $F$ solves it, then $S'=\rho$ at every phase.

The Volkov state itself is the spacetime function $\psi(x)=e^{-ip\cdot x}F(k\cdot x)$. Since $i\not\partial\psi=e^{-ip\cdot x}(\not pF+i\not kF')$, the Dirac equation for $\psi$ reduces to the equation for $F$; this reduction is a calculation by hand, and the theorems below concern $F$ alone.

## Plane-wave rates and Dirac solvers

Volkov states enter the amplitudes for nonlinear Compton scattering and nonlinear Breit–Wheeler pair creation, for a particle in a prescribed classical plane wave without back-reaction. A code that evaluates such amplitudes needs mutually consistent signs in $D$, $S$ and the coupling. The residual formula helps to locate a mistake: with $D$ correct, an error $\delta$ in the phase rate leaves exactly $\delta\,e^{-iS}\not ku$.

A closed-form reference case for a Dirac solver is a circularly polarised wave, with $p$ the momentum of a free electron at rest. Here $p$ only labels the state: in the wave the electron has a nonzero current. Take $m>0$, $k=(1,0,0,1)$, $p=(m,0,0,0)$, $A=(0,a\cos\varphi,a\sin\varphi,0)$ and, in the Dirac representation, $u=(1,0,0,0)$, which has unit norm. Then $\rho=e^2a^2/(2m)$ and

$$F=e^{-ie^2a^2\varphi/(2m)}\left(1,\;g,\;0,\;-g\right),\qquad g=\frac{ea}{2m}e^{i\varphi}.$$

## Carrying the Dirac operator through the dressing factor

Expanding $(\not a+\not b)^2$ gives $\not a\not b+\not b\not a=2a\cdot b$. Moving $\not p$ to the right therefore yields

$$\not p\not k\not A=(2k\cdot p-\not k\not p)\not A=2k\cdot p\,\not A-2p\cdot A\,\not k+\not k\not A\not p.$$

Because $k\cdot A=0$, $\not k$ and $\not A$ anticommute, so $\not A\not k\not A=-A\cdot A\,\not k$. With $c=e/(2k\cdot p)$,

$$\begin{aligned}(\not p-e\not A-m)D&=\not p-e\not A-m+c\,(2k\cdot p\,\not A-2p\cdot A\,\not k+\not k\not A\not p)\\&\quad+ecA\cdot A\,\not k-mc\not k\not A\\&=D(\not p-m)-\rho\not k.\end{aligned}$$

The terms in $\not A$ cancel because $2c\,k\cdot p=e$. Acting on $u$ leaves $-\rho\not ku$.

The derivative of the amplitude is

$$F'=e^{-iS}\left(-iS'Du+c\not k\not A'u\right).$$

Since $\not k\not k=0$, we have $\not kD=\not k$ and $\not k\not k\not A'u=0$. Hence $i\not kF'=S'e^{-iS}\not ku$, and adding the two contributions gives the residual.

For the converse, the anticommutator also gives

$$\not k(\not p-m)+(\not p+m)\not k=2k\cdot p.$$

Applied to $u$, this reads $(\not p+m)\not ku=2k\cdot p\,u$. If $\not ku$ were zero, $u$ would be zero. So for $u\neq0$ a vanishing residual forces $S'=\rho$.

## Lean source for the amplitude and its phase

```lean
import Mathlib

open Matrix

namespace VolkovState

noncomputable section

/-- Complex 4x4 matrices acting on Dirac spinors. -/
abbrev M4 := Matrix (Fin 4) (Fin 4) ℂ

/-- Minkowski product of two four-vectors, signature (+,-,-,-). -/
def mdot (a b : Fin 4 → ℝ) : ℝ := a 0 * b 0 - a 1 * b 1 - a 2 * b 2 - a 3 * b 3

/-- A Feynman slash: a linear map from four-vectors to 4x4 matrices with
`aslash aslash = a.a`. -/
def IsSlash (s : (Fin 4 → ℝ) →ₗ[ℝ] M4) : Prop :=
  ∀ a, s a * s a = (mdot a a : ℂ) • (1 : M4)

/-- The phase rate `e p.a/(k.p) - e² a.a/(2 k.p)`. -/
def phaseRate (e : ℝ) (k p a : Fin 4 → ℝ) : ℝ :=
  e * mdot p a / mdot k p - e ^ 2 * mdot a a / (2 * mdot k p)

/-- The dressing factor `1 + e kslash aslash/(2 k.p)`. -/
def dressing (s : (Fin 4 → ℝ) →ₗ[ℝ] M4) (e : ℝ) (k p a : Fin 4 → ℝ) : M4 :=
  1 + ((e / (2 * mdot k p) : ℝ) : ℂ) • (s k * s a)

/-- The Volkov amplitude `exp(-iS) (1 + e kslash Aslash/(2 k.p)) u`. -/
def amplitude (s : (Fin 4 → ℝ) →ₗ[ℝ] M4) (e : ℝ) (k p : Fin 4 → ℝ) (A : ℝ → Fin 4 → ℝ)
    (S : ℝ → ℝ) (u : Fin 4 → ℂ) (φ : ℝ) : Fin 4 → ℂ :=
  Complex.exp (-Complex.I * (S φ : ℂ)) • (dressing s e k p (A φ) *ᵥ u)

/-- `F` is differentiable and obeys `(pslash - e Aslash - m) F + i kslash F' = 0`. -/
def SolvesReduced (s : (Fin 4 → ℝ) →ₗ[ℝ] M4) (e m : ℝ) (k p : Fin 4 → ℝ)
    (A : ℝ → Fin 4 → ℝ) (F : ℝ → Fin 4 → ℂ) : Prop :=
  ∀ φ, ∃ F', HasDerivAt F F' φ ∧
    (s p - (e : ℂ) • s (A φ) - (m : ℂ) • (1 : M4)) *ᵥ F φ + Complex.I • (s k *ᵥ F') = 0

variable {s : (Fin 4 → ℝ) →ₗ[ℝ] M4} {e m : ℝ} {k p : Fin 4 → ℝ} {u : Fin 4 → ℂ}
  {A : ℝ → Fin 4 → ℝ} {S : ℝ → ℝ}

/-- Two slashed vectors anticommute to twice their Minkowski product. -/
theorem slash_anticomm (h : IsSlash s) (a b : Fin 4 → ℝ) :
    s a * s b + s b * s a = ((2 * mdot a b : ℝ) : ℂ) • (1 : M4) := by
  have h1 : s a * s b + s b * s a = s (a + b) * s (a + b) - s a * s a - s b * s b := by
    rw [map_add]
    noncomm_ring
  rw [h1, h (a + b), h a, h b, ← sub_smul, ← sub_smul]
  congr 1
  simp only [mdot, Pi.add_apply]
  push_cast
  ring

/-- Moving the Dirac operator in the field through the dressing factor leaves the free operator
and a term along `kslash` weighted by the phase rate. -/
theorem dirac_mul_dressing (h : IsSlash s) (hkp : mdot k p ≠ 0) {a : Fin 4 → ℝ}
    (hka : mdot k a = 0) :
    (s p - (e : ℂ) • s a - (m : ℂ) • (1 : M4)) * dressing s e k p a
      = dressing s e k p a * (s p - (m : ℂ) • (1 : M4)) - (phaseRate e k p a : ℂ) • s k := by
  have h1 := slash_anticomm h k p
  have h2 := slash_anticomm h p a
  have h3 := slash_anticomm h k a
  have h4 := h a
  rw [hka, mul_zero, Complex.ofReal_zero, zero_smul] at h3
  obtain ⟨c, hc⟩ : ∃ c : ℂ, c = ((e / (2 * mdot k p) : ℝ) : ℂ) := ⟨_, rfl⟩
  have hce : c * ((2 * mdot k p : ℝ) : ℂ) = (e : ℂ) := by
    rw [hc, ← Complex.ofReal_mul, div_mul_cancel₀ _ (mul_ne_zero two_ne_zero hkp)]
  have hr : (phaseRate e k p a : ℂ)
      = c * ((2 * mdot p a : ℝ) : ℂ) - e * c * (mdot a a : ℂ) := by
    rw [hc, phaseRate]
    push_cast
    ring
  rw [hr, dressing, ← hc]
  generalize s k = K at *
  generalize s p = P at *
  generalize s a = B at *
  -- carry P and B to the other side of K
  have hP : P * (K * B) = ((2 * mdot k p : ℝ) : ℂ) • B - ((2 * mdot p a : ℝ) : ℂ) • K
      + K * B * P := by
    have : P * (K * B) = (K * P + P * K) * B - K * (P * B + B * P) + K * B * P := by
      noncomm_ring
    rw [this, h1, h2, smul_mul_assoc, one_mul, mul_smul_comm, mul_one]
  have hB : B * (K * B) = -((mdot a a : ℂ) • K) := by
    have : B * (K * B) = (K * B + B * K) * B - K * (B * B) := by noncomm_ring
    rw [this, h3, h4, zero_mul, zero_sub, mul_smul_comm, mul_one]
  simp only [sub_mul, mul_add, mul_sub, add_mul, mul_one, one_mul, smul_mul_assoc,
    mul_smul_comm, hP, hB]
  linear_combination (norm := module) hce • B

/-- For any differentiable phase `S`, the left side of the reduced Dirac equation equals
`(S' - rate) exp(-iS) kslash u`. -/
theorem amplitude_residual (h : IsSlash s) (hkk : mdot k k = 0) (hkp : mdot k p ≠ 0)
    (hu : (s p - (m : ℂ) • (1 : M4)) *ᵥ u = 0) {φ r : ℝ} {A' : Fin 4 → ℝ}
    (hkA : mdot k (A φ) = 0) (hA : HasDerivAt A A' φ) (hS : HasDerivAt S r φ) :
    ∃ F', HasDerivAt (amplitude s e k p A S u) F' φ ∧
      (s p - (e : ℂ) • s (A φ) - (m : ℂ) • (1 : M4)) *ᵥ amplitude s e k p A S u φ
        + Complex.I • (s k *ᵥ F')
      = (((r : ℂ) - phaseRate e k p (A φ)) * Complex.exp (-Complex.I * (S φ : ℂ)))
        • (s k *ᵥ u) := by
  have hKK : s k * s k = 0 := by rw [h k, hkk, Complex.ofReal_zero, zero_smul]
  -- the dressed spinor depends linearly on the potential
  have hlin : IsLinearMap ℝ (fun a : Fin 4 → ℝ => (s k * s a) *ᵥ u) :=
    ⟨fun a b => by simp only [map_add, mul_add, add_mulVec],
      fun c a => by simp only [map_smul, mul_smul_comm, smul_mulVec]⟩
  have hL := (LinearMap.toContinuousLinearMap (hlin.mk' _)).hasFDerivAt.comp_hasDerivAt φ hA
  have hD : HasDerivAt (fun t => dressing s e k p (A t) *ᵥ u)
      (((e / (2 * mdot k p) : ℝ) : ℂ) • ((s k * s A') *ᵥ u)) φ := by
    simp only [dressing, add_mulVec, one_mulVec, smul_mulVec]
    exact (hL.const_smul ((e / (2 * mdot k p) : ℝ) : ℂ)).const_add u
  refine ⟨_, (hS.ofReal_comp.const_mul (-Complex.I)).cexp.smul hD, ?_⟩
  have h1 : (s p - (e : ℂ) • s (A φ) - (m : ℂ) • (1 : M4)) *ᵥ
      (dressing s e k p (A φ) *ᵥ u) = -((phaseRate e k p (A φ) : ℂ) • (s k *ᵥ u)) := by
    rw [mulVec_mulVec, dirac_mul_dressing h hkp hkA, sub_mulVec, ← mulVec_mulVec, hu,
      mulVec_zero, zero_sub, smul_mulVec]
  have h2 : s k *ᵥ (dressing s e k p (A φ) *ᵥ u) = s k *ᵥ u := by
    rw [mulVec_mulVec, dressing, mul_add, mul_one, mul_smul_comm, ← mul_assoc, hKK, zero_mul,
      smul_zero, add_zero]
  have h3 : s k *ᵥ ((s k * s A') *ᵥ u) = 0 := by
    rw [mulVec_mulVec, ← mul_assoc, hKK, zero_mul, zero_mulVec]
  simp only [amplitude, mulVec_smul, mulVec_add, h1, h2, h3, smul_zero, zero_add]
  generalize Complex.exp (-Complex.I * (S φ : ℂ)) = E
  have hI : Complex.I * (E * (-Complex.I * (r : ℂ))) = E * r := by
    linear_combination (-E * r) * Complex.I_sq
  linear_combination (norm := module) hI • (s k *ᵥ u)

/-- If `S'` is the phase rate, the amplitude built on a free spinor solves the reduced Dirac
equation in a transverse plane-wave potential. -/
theorem volkov_solves_reduced (h : IsSlash s) (hkk : mdot k k = 0) (hkp : mdot k p ≠ 0)
    (hu : (s p - (m : ℂ) • (1 : M4)) *ᵥ u = 0) (hA : Differentiable ℝ A)
    (hkA : ∀ φ, mdot k (A φ) = 0) (hS : ∀ φ, HasDerivAt S (phaseRate e k p (A φ)) φ) :
    SolvesReduced s e m k p A (amplitude s e k p A S u) := by
  intro φ
  obtain ⟨F', h1, h2⟩ :=
    amplitude_residual (e := e) h hkk hkp hu (hkA φ) (hA φ).hasDerivAt (hS φ)
  exact ⟨F', h1, by rw [h2, sub_self, zero_mul, zero_smul]⟩

/-- Conversely, if the amplitude built on a nonzero free spinor and a differentiable phase `S`
solves the reduced equation, then `S'` is the phase rate. -/
theorem phase_of_solves_reduced (h : IsSlash s) (hkk : mdot k k = 0) (hkp : mdot k p ≠ 0)
    (hu : (s p - (m : ℂ) • (1 : M4)) *ᵥ u = 0) (hu0 : u ≠ 0) (hA : Differentiable ℝ A)
    (hkA : ∀ φ, mdot k (A φ) = 0) (hS : Differentiable ℝ S)
    (hF : SolvesReduced s e m k p A (amplitude s e k p A S u)) (φ : ℝ) :
    HasDerivAt S (phaseRate e k p (A φ)) φ := by
  -- kslash u = 0 would force u = 0
  have hk : s k *ᵥ u ≠ 0 := by
    intro hk
    have h1 : s k * (s p - (m : ℂ) • (1 : M4)) + (s p + (m : ℂ) • (1 : M4)) * s k
        = ((2 * mdot k p : ℝ) : ℂ) • (1 : M4) := by
      rw [← slash_anticomm h]
      simp only [mul_sub, add_mul, mul_smul_comm, smul_mul_assoc, mul_one, one_mul]
      abel
    have h2 := congrArg (fun M : M4 => M *ᵥ u) h1
    simp only [add_mulVec _ _ u, ← mulVec_mulVec, hu, hk, mulVec_zero, add_zero, smul_mulVec,
      one_mulVec] at h2
    exact hu0 ((smul_eq_zero.mp h2.symm).resolve_left
      (Complex.ofReal_ne_zero.mpr (mul_ne_zero two_ne_zero hkp)))
  obtain ⟨F', h1, h2⟩ :=
    amplitude_residual (e := e) h hkk hkp hu (hkA φ) (hA φ).hasDerivAt (hS φ).hasDerivAt
  obtain ⟨G, g1, g2⟩ := hF φ
  rw [h1.unique g1, g2] at h2
  have h3 := (mul_eq_zero.mp ((smul_eq_zero.mp h2.symm).resolve_right hk)).resolve_right
    (Complex.exp_ne_zero _)
  have h4 : deriv S φ = phaseRate e k p (A φ) := Complex.ofReal_injective (sub_eq_zero.mp h3)
  exact h4 ▸ (hS φ).hasDerivAt

/-- The Feynman slash in the Dirac representation. -/
def diracSlash : (Fin 4 → ℝ) →ₗ[ℝ] M4 where
  toFun a := !![(a 0 : ℂ), 0, -a 3, -a 1 + Complex.I * a 2;
    0, a 0, -a 1 - Complex.I * a 2, a 3;
    a 3, a 1 - Complex.I * a 2, -a 0, 0;
    a 1 + Complex.I * a 2, -a 3, 0, -a 0]
  map_add' a b := by
    ext i j
    fin_cases i <;> fin_cases j <;> simp <;> ring
  map_smul' r a := by
    ext i j
    fin_cases i <;> fin_cases j <;> simp <;> ring

/-- The slash of the Dirac representation squares to the Minkowski square. -/
theorem diracSlash_witness : IsSlash diracSlash := by
  intro a
  ext i j
  fin_cases i <;> fin_cases j <;>
    simp [diracSlash, mdot, Matrix.mul_apply, Fin.sum_univ_four]
  all_goals first
    | ring1
    | linear_combination ((a 2 : ℂ) ^ 2) * Complex.I_sq

/-- For `p = (m,0,0,0)` with `m ≠ 0`, a circularly polarised wave of amplitude `a`, with phase `S =
e² a² φ/(2m)`, meets the conditions on `k`, `p`, `u`, `A` and `S`. -/
theorem circular_wave_witness (e a : ℝ) {m : ℝ} (hm : m ≠ 0) :
    let k : Fin 4 → ℝ := ![1, 0, 0, 1]
    let p : Fin 4 → ℝ := ![m, 0, 0, 0]
    let A : ℝ → Fin 4 → ℝ := fun φ => ![0, a * Real.cos φ, a * Real.sin φ, 0]
    mdot k k = 0 ∧ mdot k p ≠ 0 ∧
    (diracSlash p - (m : ℂ) • (1 : M4)) *ᵥ ![1, 0, 0, 0] = 0 ∧
    Differentiable ℝ A ∧ (∀ φ, mdot k (A φ) = 0) ∧
    ∀ φ, HasDerivAt (fun t => t * (e ^ 2 * a ^ 2 / (2 * m))) (phaseRate e k p (A φ)) φ := by
  intro k p A
  have h2 : mdot k p = m := by simp [k, p, mdot]
  refine ⟨by simp [k, mdot], h2 ▸ hm, ?_, ?_, fun φ => by simp [k, A, mdot], fun φ => ?_⟩
  · ext i
    fin_cases i <;> simp [p, diracSlash, Fin.sum_univ_four, Matrix.mulVec, dotProduct]
  · rw [differentiable_pi]
    intro i
    fin_cases i
    · exact differentiable_const (0 : ℝ)
    · exact Real.differentiable_cos.const_mul a
    · exact Real.differentiable_sin.const_mul a
    · exact differentiable_const (0 : ℝ)
  · have h1 : mdot p (A φ) = 0 := by simp [p, A, mdot]
    have h3 : mdot (A φ) (A φ) = -a ^ 2 := by
      simp only [A, mdot, Matrix.cons_val]
      linear_combination (-a ^ 2) * Real.sin_sq_add_cos_sq φ
    refine (hasDerivAt_mul_const _).congr_deriv ?_
    rw [phaseRate, h1, h2, h3]
    ring

end

end VolkovState
```

```lean
#print axioms VolkovState.volkov_solves_reduced
#print axioms VolkovState.phase_of_solves_reduced
```

```
'VolkovState.volkov_solves_reduced' depends on axioms: [propext, Classical.choice, Quot.sound]
'VolkovState.phase_of_solves_reduced' depends on axioms: [propext, Classical.choice, Quot.sound]
```

## How the file encodes the wave and the spinor

Four-vectors are functions `Fin 4 → ℝ`, and `mdot` is their Minkowski product. `IsSlash s` says that the real-linear map `s` squares to that product. This encodes the Clifford relations without choosing a representation or requiring any Hermiticity property. `diracSlash_witness` shows that the usual Dirac matrices qualify.

`phaseRate`, `dressing` and `amplitude` are $\rho$, $D$ and $F$. `SolvesReduced` requires, at every $\varphi$, a vector `F'` that is the derivative of $F$ there and satisfies the equation. Differentiability is thus part of being a solution.

In `volkov_solves_reduced`, the hypothesis `hS` supplies a phase whose derivative is $\rho$. Another model would define $S(\varphi)=\int_0^\varphi\rho(t)\,dt$. That would build existence into the definition, because $\rho$ is continuous, and would fix $S(0)=0$. The present form accepts any additive constant and any closed-form phase, but the user must supply its derivative.

## From anticommutators to the phase rate

`slash_anticomm` expands the square of a sum. `dirac_mul_dressing` performs the operator calculation: `hP` and `hB` are the two reordering identities above, and `hce` is $2c\,k\cdot p=e$. `amplitude_residual` differentiates $F$. Its steps `h1`, `h2` and `h3` are the action of the Dirac operator on $Du$, the identity $\not kDu=\not ku$, and the vanishing of the term with $A'$.

`volkov_solves_reduced` sets the residual to zero. `phase_of_solves_reduced` first proves $\not ku\neq0$, then uses uniqueness of the derivative to compare the residual with the assumed equation. The exponential is nonzero, so only $S'-\rho$ can vanish. `circular_wave_witness` checks the conditions for the circular wave above, for any nonzero real $m$.

The algebra turns on `linear_combination (norm := module)`. Matrix products do not commute, so `ring` cannot close these goals. `noncomm_ring` rewrites each product to be reordered in terms of anticommutators and squares, and the Clifford relations turn these into scalars. Each remaining product, such as `K * B * P`, can be treated as a single vector with complex coefficients. The `module` normaliser compares those coefficients. The term `hce • B` multiplies the scalar equation $2c\,k\cdot p=e$ by the matrix $\not A$, which is exactly the cancellation made by hand. The same device finishes `amplitude_residual`, with `hI` collecting the factors of $i$.

## Which waves and phases are covered

The wave may be a pulse or a periodic train, with any polarisation and any strength: no expansion in $e$ is made. The condition $k\cdot k=0$ stands for propagation in vacuum, and $k\cdot A=0$ for a transverse potential, which satisfies the Lorenz condition. The condition $k\cdot p\neq0$ holds automatically for a massive on-shell particle and a nonzero lightlike $k$; it excludes a massless particle moving along the wave.

Focused beams, dispersive media and radiation reaction lie beyond this model. The converse fixes the phase only within the stated form of $F$, and does not classify all solutions of the reduced equation. The theorems say nothing about normalisation or completeness of Volkov states, pair-creation rates, or the discretisation and rounding errors of a numerical implementation.
